# The Cottrell flux of an error-function concentration profile

A large flat electrode stands in a deep, still solution. A reactant is spread evenly through the solution and moves by diffusion alone. At time zero the potential of the electrode is stepped so far that every reactant molecule reaching the surface is consumed at once. The solution next to the electrode is depleted, and more reactant diffuses in from further out. How fast does it arrive?

Choose units in which the diffusion coefficient and the bulk concentration are both 1, and look at time t = 1/4. The concentration at distance x is then

c(x, 1/4) = (2/√π) ∫₀ˣ exp(−s²) ds.

Its slope at the surface is the prefactor times the integrand at s = 0, which is 2/√π. At t = 1 the profile is the same curve stretched by a factor of two along x, so its slope is 1/√π. Four times the time gives half the flux. This stretching is the source of the inverse-square-root decay in the Cottrell equation, derived below for the error-function profile with any positive diffusion coefficient and time.

## The profile and its surface flux

```lean
import Mathlib

open Real Filter Topology MeasureTheory

namespace CottrellChronoamperometry

noncomputable section

/-- The error function, `2/√π` times the integral of `exp (-s²)` from `0` to `y`. -/
def errorFn (y : ℝ) : ℝ := 2 / √π * ∫ s in (0 : ℝ)..y, Real.exp (-s ^ 2)
```

`errorFn` is the textbook function erf:

erf(y) = (2/√π) ∫₀ʸ exp(−s²) ds.

The symbol `ℝ` says that argument and value are real numbers, and `-s ^ 2` is read as −(s²).

```lean
/-- The concentration at distance `x` from a planar electrode at time `t` after the potential
step, with diffusion coefficient `D` and bulk concentration `c0`; the domain is `D, t > 0`. -/
def conc (D c0 x t : ℝ) : ℝ := c0 * errorFn (x / (2 * √(D * t)))
```

With D the diffusion coefficient and c0 the bulk concentration, this is

c(x,t) = c0 erf(u), where u = x / (2√(Dt)).

The number u is the similarity variable: distance measured in units of the diffusion length 2√(Dt). In some electrochemistry texts a subscript zero marks the concentration at the surface; here `c0` is the value far away.

```lean
/-- The diffusive flux into the electrode, `D` times the concentration gradient at `x = 0`;
the domain is `D, t > 0`. -/
def surfaceFlux (D c0 t : ℝ) : ℝ := D * deriv (fun x => conc D c0 x t) 0
```

The flux is defined as D times the derivative of the profile at x = 0, so the Cottrell formula has to be derived from it. The flux counts as positive when reactant moves into the electrode. Fick's flux along +x, away from the electrode, has the opposite sign.

## Slope and limit of the error function

```lean
/-- The slope of the error function is the Gaussian `2/√π · exp (-y²)`. -/
theorem hasDerivAt_errorFn (y : ℝ) :
    HasDerivAt errorFn (2 / √π * Real.exp (-y ^ 2)) y := by
  have hc : Continuous (fun s : ℝ => Real.exp (-s ^ 2)) := by fun_prop
  exact ((hc.integral_hasStrictDerivAt 0 y).hasDerivAt).const_mul _
```

A theorem in Lean is a statement, followed after `:= by` by its proof. This one says

d erf/dy = (2/√π) exp(−y²).

By the fundamental theorem of calculus, the derivative of an integral with respect to its upper limit is the integrand there, provided the integrand is continuous. The line `hc` supplies the continuity, `integral_hasStrictDerivAt` is the fundamental theorem, and `const_mul` carries the prefactor along.

```lean
/-- The error function tends to `1` at large argument. -/
theorem tendsto_errorFn : Tendsto errorFn atTop (𝓝 1) := by
  have hi : Integrable (fun s : ℝ => Real.exp (-s ^ 2)) := by
    simpa using integrable_exp_neg_mul_sq (one_pos : (0 : ℝ) < 1)
  have hv : ∫ s in Set.Ioi (0 : ℝ), Real.exp (-s ^ 2) = √π / 2 := by
    simpa using integral_gaussian_Ioi 1
  have h := intervalIntegral_tendsto_integral_Ioi 0 hi.integrableOn tendsto_id
  rw [hv] at h
  have hp : √π ≠ 0 := (Real.sqrt_pos.2 Real.pi_pos).ne'
  have h1 : 2 / √π * (√π / 2) = 1 := by field_simp
  have h2 := h.const_mul (2 / √π)
  rw [h1] at h2
  exact h2
```

`Tendsto errorFn atTop (𝓝 1)` reads: as y → +∞, erf(y) → 1. Call the half-line Gaussian integral I. In polar coordinates its square is an integral over a quarter plane:

I² = (π/2) ∫₀^∞ r exp(−r²) dr = π/4.

Hence I = √π/2, and multiplying by 2/√π gives 1. The proof takes the value of I from Mathlib, in `hv`. The line `hi` shows that the Gaussian is integrable, and `h` says that the integrals up to y converge to the half-line integral.

## The gradient and the rate of change

```lean
/-- For `D, t > 0` the square of the similarity variable `x / (2√(Dt))` is `x² / (4Dt)`. -/
theorem similarity_sq {D t : ℝ} (hD : 0 < D) (ht : 0 < t) (x : ℝ) :
    (x / (2 * √(D * t))) ^ 2 = x ^ 2 / (4 * D * t) := by
  rw [div_pow, mul_pow, Real.sq_sqrt (mul_pos hD ht).le]
  ring
```

The entries `(hD : 0 < D)` and `(ht : 0 < t)` are hypotheses, each with a name by which the proof can call on it. Since Dt is positive, the square of √(Dt) is Dt, and therefore

u² = x² / (4Dt).

```lean
/-- For `D, t > 0` the concentration gradient is a Gaussian in the distance from the
electrode. -/
theorem hasDerivAt_conc_space {D t : ℝ} (hD : 0 < D) (ht : 0 < t) (c0 x : ℝ) :
    HasDerivAt (fun y => conc D c0 y t)
      (c0 / (√π * √(D * t)) * Real.exp (-(x ^ 2 / (4 * D * t)))) x := by
  have h1 : HasDerivAt (fun y : ℝ => y / (2 * √(D * t))) (1 / (2 * √(D * t))) x :=
    (hasDerivAt_id' x).div_const _
  have h2 := ((hasDerivAt_errorFn (x / (2 * √(D * t)))).comp x h1).const_mul c0
  refine h2.congr_deriv ?_
  rw [similarity_sq hD ht]
  ring
```

At fixed t, the derivative of u with respect to x is 1/(2√(Dt)). The chain rule gives

∂c/∂x = c0 · (2/√π) exp(−u²) · 1/(2√(Dt))
  = c0 / (√π √(Dt)) · exp(−x²/(4Dt)).

In the Lean statement `y` is the running distance and `x` is the point at which the derivative is taken. The proof has the same order: `h1` differentiates u, `comp` in `h2` is the chain rule, and the last two lines insert u² and tidy the factors.

```lean
/-- For `D, t > 0` this is the rate at which the concentration at a fixed distance `x`
changes in time. -/
theorem hasDerivAt_conc_time {D t : ℝ} (hD : 0 < D) (ht : 0 < t) (c0 x : ℝ) :
    HasDerivAt (fun τ => conc D c0 x τ)
      (-(c0 * x / (2 * t * √π * √(D * t))) * Real.exp (-(x ^ 2 / (4 * D * t)))) t := by
  have hDt : 0 < D * t := mul_pos hD ht
  have hs : √(D * t) ≠ 0 := (Real.sqrt_pos.2 hDt).ne'
  have hr := ((hasDerivAt_id' t).const_mul D).sqrt hDt.ne'
  -- for `x > 0` the similarity variable shrinks as the depletion layer grows
  have h1 : HasDerivAt (fun τ : ℝ => x / (2 * √(D * τ))) (-(x / (4 * t * √(D * t)))) t := by
    refine ((hasDerivAt_const t x).fun_div (hr.const_mul 2)
      (mul_ne_zero two_ne_zero hs)).congr_deriv ?_
    rw [mul_pow, Real.sq_sqrt hDt.le]
    simp only [zero_mul, zero_sub, mul_one]
    field_simp
    ring
  have h2 := ((hasDerivAt_errorFn (x / (2 * √(D * t)))).comp t h1).const_mul c0
  refine h2.congr_deriv ?_
  rw [similarity_sq hD ht]
  ring
```

Now x is fixed and time runs. The square root has the derivative

d√(Dt)/dt = D / (2√(Dt)),

so the similarity variable changes at the rate

∂u/∂t = −x/(2Dt) · D/(2√(Dt)) = −x / (4t√(Dt)).

Multiplying by c0 and the slope of erf gives

∂c/∂t = −c0 x / (2t √π √(Dt)) · exp(−x²/(4Dt)).

For positive c0 and x this is negative, as depletion requires. In the proof, `hr` is the derivative of the square root, `h1` is ∂u/∂t by the quotient rule, and `h2` applies the chain rule.

## How `HasDerivAt` carries a derivative through the proof

Two of Mathlib's ways to speak of a derivative matter here. `deriv f x` is a number, and it is set to 0 by convention where f has no derivative. `HasDerivAt f m x` is a statement: f is differentiable at x, and its slope there is m. The second form is the safer one to calculate with, because differentiability travels along with the value.

Rules such as `comp` and `const_mul` build a new `HasDerivAt` statement from old ones, but the slope comes out in whatever shape the rule produces. The step `congr_deriv` exchanges that expression for the one wanted, and leaves only the task of proving the two equal. Calculus and algebra are thereby separated: the chain rule comes first, and `field_simp` and `ring` then clear denominators and compare the two sides. When a `deriv` has to be evaluated, as in the definition of the flux, the ending `.deriv` reads the value off a proved `HasDerivAt` statement.

## The diffusion equation

```lean
/-- For `D, t > 0` the space derivative of the concentration is itself differentiable in space, and
the concentration obeys the diffusion equation `∂c/∂t = D ∂²c/∂x²`. -/
theorem diffusion_equation {D t : ℝ} (hD : 0 < D) (ht : 0 < t) (c0 x : ℝ) :
    DifferentiableAt ℝ (deriv fun y => conc D c0 y t) x ∧
      HasDerivAt (fun τ => conc D c0 x τ)
        (D * deriv (deriv fun y => conc D c0 y t) x) t := by
  have hg : (deriv fun y => conc D c0 y t) =
      fun y => c0 / (√π * √(D * t)) * Real.exp (-(y ^ 2 / (4 * D * t))) :=
    funext fun y => (hasDerivAt_conc_space hD ht c0 y).deriv
  have h1 : HasDerivAt (fun y : ℝ => -(y ^ 2 / (4 * D * t))) (-(2 * x / (4 * D * t))) x := by
    refine (((hasDerivAt_pow 2 x).div_const (4 * D * t)).fun_neg).congr_deriv ?_
    norm_num
  -- differentiate the Gaussian gradient once more
  have h2 := h1.exp.const_mul (c0 / (√π * √(D * t)))
  rw [hg]
  refine ⟨h2.differentiableAt, ?_⟩
  rw [h2.deriv]
  refine (hasDerivAt_conc_time hD ht c0 x).congr_deriv ?_
  have hs : √(D * t) ≠ 0 := (Real.sqrt_pos.2 (mul_pos hD ht)).ne'
  have hp : √π ≠ 0 := (Real.sqrt_pos.2 Real.pi_pos).ne'
  generalize Real.exp (-(x ^ 2 / (4 * D * t))) = E
  field_simp
  ring
```

The symbol `∧` means "and". The first part says that the concentration gradient can itself be differentiated at x. The second says that the concentration has a time derivative, equal to D times its second space derivative:

∂c/∂t = D ∂²c/∂x².

To check it, differentiate the Gaussian gradient once more. The exponent −x²/(4Dt) has the derivative −2x/(4Dt), so

∂²c/∂x² = −c0 x / (2Dt √π √(Dt)) · exp(−x²/(4Dt)).

Multiplying by D cancels the D in the first factor of the denominator and leaves exactly the ∂c/∂t found above.

In Lean, `hg` gives the gradient as a function of every distance, since a second derivative needs the first one in a neighbourhood and not only at a point. Then `h1` differentiates the exponent and `h2` the whole gradient. The `generalize` line replaces the common exponential by a letter `E`, after which only algebra remains. The theorem holds for every real x, although only x ≥ 0 lies in the solution.

## At the surface, in the bulk and at the start

```lean
/-- For `D, t, x > 0` the concentration vanishes at the electrode, tends to `c0` far away from
it at time `t`, and tends to `c0` at distance `x` as the time goes to `0` from above. -/
theorem boundary_and_initial_conditions {D t x : ℝ} (hD : 0 < D) (ht : 0 < t) (hx : 0 < x)
    (c0 : ℝ) :
    conc D c0 0 t = 0 ∧ Tendsto (fun y => conc D c0 y t) atTop (𝓝 c0) ∧
      Tendsto (fun τ => conc D c0 x τ) (𝓝[>] 0) (𝓝 c0) := by
  refine ⟨by simp [conc, errorFn], ?_, ?_⟩
  · have hpos : 0 < 2 * √(D * t) := by positivity
    have h := (tendsto_errorFn.comp (tendsto_id.atTop_div_const hpos)).const_mul c0
    rw [mul_one] at h
    exact h
  · -- the diffusion length tends to zero through positive values
    have hc : Continuous (fun τ : ℝ => 2 * √(D * τ)) := by fun_prop
    have h0 : Tendsto (fun τ : ℝ => 2 * √(D * τ)) (𝓝[>] 0) (𝓝[>] 0) := by
      refine tendsto_nhdsWithin_iff.2
        ⟨(hc.tendsto' 0 0 (by simp)).mono_left nhdsWithin_le_nhds, ?_⟩
      filter_upwards [self_mem_nhdsWithin] with τ hτ
      have hτ' : 0 < τ := hτ
      exact Set.mem_Ioi.2 (by positivity)
    have h1 := (tendsto_inv_nhdsGT_zero.comp h0).const_mul_atTop hx
    have h2 : Tendsto (fun τ : ℝ => x / (2 * √(D * τ))) (𝓝[>] 0) atTop := by
      simpa only [div_eq_mul_inv, Function.comp_def] using h1
    have h3 := (tendsto_errorFn.comp h2).const_mul c0
    rw [mul_one] at h3
    exact h3
```

Three statements are joined here. At the electrode u = 0, the integral runs from 0 to 0, and

c(0,t) = 0.

This is the mathematical form of a reaction fast enough to consume all arriving reactant. Far away, u → +∞ as x → +∞ at fixed t, so erf(u) → 1 and c → c0. At a fixed distance x > 0, the diffusion length 2√(Dt) shrinks to zero through positive values as t → 0 from above. Again u → +∞ and c → c0, so the solution starts out uniform.

The notation `𝓝[>] 0` means "approaching 0 from above". In the proof, `h0` follows the diffusion length to zero, `h2` concludes that the similarity variable diverges, and `h3` applies the limit of erf.

The hypothesis `hx : 0 < x` serves the third statement, and relaxing it to x ≥ 0 would make that statement false. Take x = 0 and c0 = 1. The concentration at the surface is 0 at every positive time, so its limit as t → 0 is 0 and not 1.

## The Cottrell equation

```lean
/-- Cottrell equation: for `D, t > 0` the flux into the electrode is `c0 √(D / (π t))`. -/
theorem cottrell_equation {D t : ℝ} (hD : 0 < D) (ht : 0 < t) (c0 : ℝ) :
    surfaceFlux D c0 t = c0 * √(D / (π * t)) := by
  have hE : Real.exp (-((0 : ℝ) ^ 2 / (4 * D * t))) = 1 := by simp
  rw [surfaceFlux, (hasDerivAt_conc_space hD ht c0 0).deriv, hE, Real.sqrt_mul hD.le t,
    Real.sqrt_div hD.le (π * t), Real.sqrt_mul Real.pi_pos.le t]
  calc D * (c0 / (√π * (√D * √t)) * 1) = c0 * (D / √D) / (√π * √t) := by ring
    _ = c0 * (√D / (√π * √t)) := by rw [Real.div_sqrt]; ring
```

At x = 0 the exponential in the gradient equals 1, so the flux is

D · c0 / (√π √(Dt)) = c0 · (D/√D) / (√π √t) = c0 √(D/(πt)).

The first step splits √(Dt) into √D √t, and the last uses D/√D = √D. The Lean proof unfolds `surfaceFlux`, reads the derivative off the gradient theorem, splits the square roots, and runs through the same chain of equalities in its `calc` block. For D = c0 = 1 and t = 1/4 the formula returns the 2/√π of the opening example.

## The accumulated amount

```lean
/-- Diffusive part of the Anson equation: for `D, t > 0` the amount per unit area that has reached
the electrode between the potential step and time `t` is `2 c0 √(D t / π)`. -/
theorem anson_equation {D t : ℝ} (hD : 0 < D) (ht : 0 < t) (c0 : ℝ) :
    ∫ τ in (0 : ℝ)..t, surfaceFlux D c0 τ = 2 * c0 * √(D * t / π) := by
  have hq : 0 ≤ D / π := (div_pos hD Real.pi_pos).le
  -- the flux is an inverse square root in time, integrable at the step
  have h : ∫ τ in (0 : ℝ)..t, surfaceFlux D c0 τ =
      ∫ τ in (0 : ℝ)..t, c0 * √(D / π) * τ ^ (-(1 / 2) : ℝ) := by
    refine intervalIntegral.integral_congr_ae (Eventually.of_forall fun τ hτ => ?_)
    rw [Set.uIoc_of_le ht.le] at hτ
    rw [cottrell_equation hD hτ.1, Real.rpow_neg hτ.1.le, ← Real.sqrt_eq_rpow τ,
      ← div_div, Real.sqrt_div hq τ]
    ring
  have hr : (-1 : ℝ) < -(1 / 2) := by norm_num
  have he : (-(1 / 2) : ℝ) + 1 = 1 / 2 := by norm_num
  have hm : D * t / π = D / π * t := by ring
  rw [h, intervalIntegral.integral_const_mul, integral_rpow (Or.inl hr), he,
    ← Real.sqrt_eq_rpow t, ← Real.sqrt_eq_rpow 0, Real.sqrt_zero, hm, Real.sqrt_mul hq t]
  ring

end

end CottrellChronoamperometry
```

The integral of the flux from the step to time t is the amount of reactant that has arrived per unit area:

∫₀ᵗ c0 √(D/(πτ)) dτ = c0 √(D/π) ∫₀ᵗ τ^(−1/2) dτ
  = c0 √(D/π) · 2√t
  = 2 c0 √(Dt/π).

This is the diffusive part of the Anson equation of chronocoulometry. The flux diverges as τ → 0, but the exponent −1/2 is greater than −1, so the area under the curve is finite; `hr` records that inequality. The step `h` replaces the flux by its power law at all times with 0 < τ ≤ t. The single instant τ = 0 contributes nothing to the integral. Mathlib's `integral_rpow` then integrates the power.

## From the profile to a measured current

The theorems start from a given formula and show that it satisfies the diffusion equation with the stated surface, bulk and initial behaviour. The step left to the physicist is to identify this formula with the concentration in an actual cell. That requires a uniform concentration before the step, a surface concentration held at zero after it, and transport by diffusion alone, with a constant D, perpendicular to a flat electrode with negligible diffusion from the sides at its edge, in a solution much deeper than the diffusion length. It also requires that the diffusion problem have no other bounded solution.

The flux becomes a faradaic current when it is multiplied by the electrode area, the Faraday constant and the number of electrons transferred per molecule. A measured current also contains the charging of the double layer, which matters most just after the step.

For a one-dimensional numerical simulation of a flat electrode with diffusion only, a constant D, a uniform start and zero concentration at the surface after the step, the two final formulas supply reference values for the flux and the accumulated amount, as long as the grid reaches well beyond 2√(Dt).

```lean
#print axioms CottrellChronoamperometry.diffusion_equation
#print axioms CottrellChronoamperometry.boundary_and_initial_conditions
#print axioms CottrellChronoamperometry.cottrell_equation
#print axioms CottrellChronoamperometry.anson_equation
```

```
'CottrellChronoamperometry.diffusion_equation' depends on axioms: [propext, Classical.choice, Quot.sound]
'CottrellChronoamperometry.boundary_and_initial_conditions' depends on axioms: [propext, Classical.choice, Quot.sound]
'CottrellChronoamperometry.cottrell_equation' depends on axioms: [propext, Classical.choice, Quot.sound]
'CottrellChronoamperometry.anson_equation' depends on axioms: [propext, Classical.choice, Quot.sound]
```
